# Square real factors create no spurious local minima for convex, differentiable penalty functions

In a variational two-electron reduced density matrix (2-RDM) calculation, a factorised solver writes a matrix that must be positive semidefinite as $RR^T$ and minimises a penalty function over the unconstrained entries of $R$. When that inner minimisation stops, the solver accepts $RR^T$ and updates its multipliers or penalty weight. The result below supports this step for a single real $n\times n$ matrix with a square factor: if the penalty function $f$ is convex and differentiable at $RR^T$, and $R$ is a true local minimiser, then $f(RR^T)\le f(Y)$ for every positive semidefinite $Y$.

An energy linear in the matrix, plus multiplier terms and squared violations of linear constraints, gives such an $f$. The theorem concerns this subproblem, not the constrained energy it approximates, and it does not say that a minimiser exists or that an optimiser finds one. The theorem is not stated for solvers that factorise several blocks separately.

In Lean, `n` labels the rows of $R$ and `m` its columns, both finite, and `factorised f R` is $f(RR^T)$.

```lean
import Mathlib

open Matrix Filter Topology
open scoped MatrixOrder

namespace FactorisedSemidefinite

attribute [local instance] Matrix.normedAddCommGroup Matrix.normedSpace

variable {n m : Type*} [Fintype m]

/-- The objective seen by a factorised solver: the penalty function `f` evaluated at the
matrix `R Rᵀ`. -/
def factorised (f : Matrix n n ℝ → ℝ) (R : Matrix n m ℝ) : ℝ := f (R * Rᵀ)
```

The main theorem, `no_spurious_local_minima`, has hypotheses `hd` (differentiability), `hR` (local minimality), `hY` (a semidefinite competitor) and `hconv` (convexity); squareness is in the type of `R`. Except for `undersized_factor_fails`, the examples of failure below are argued in prose only.

## A penalty function with a slope at $RR^T$

Write $X=RR^T$. The hypothesis `hd` says that $f$ has a linear derivative $L$ at $X$ along symmetric matrices. If $L(V)=\operatorname{tr}(GV)$ with $G$ symmetric, $G$ plays the role of the dual slack matrix. Differentiability is required at this one point only; $f$ need not be continuously differentiable.

For any change $D$ of the factor and real $t$,

$$(R+tD)(R+tD)^T=X+t(RD^T+DR^T)+t^2DD^T.$$

```lean
/-- Moving the factor by `t D` changes `R Rᵀ` by a linear and a quadratic term in `t`. -/
theorem factor_expand (R D : Matrix n m ℝ) (t : ℝ) :
    (R + t • D) * (R + t • D)ᵀ
      = R * Rᵀ + t • (R * Dᵀ + D * Rᵀ) + t ^ 2 • (D * Dᵀ) := by
  simp only [Matrix.transpose_add, Matrix.transpose_smul, Matrix.add_mul, Matrix.mul_add,
    Matrix.smul_mul, Matrix.mul_smul]
  module
```

The chain rule then gives slope $L(V)$ at $t=0$ for $f(X+tV+t^2W)$, where $V$ and $W$ are symmetric. In `hasDerivAt_curve`, `h3` differentiates the curve and `hs` checks that it stays symmetric, as a derivative within the symmetric matrices requires.

```lean
variable [Fintype n]

/-- Along a quadratic curve of symmetric matrices, the initial slope of `f` is its derivative `L`
applied to the initial velocity `V`. -/
theorem hasDerivAt_curve {f : Matrix n n ℝ → ℝ} {L : Matrix n n ℝ →L[ℝ] ℝ}
    {X V W : Matrix n n ℝ} (hf : HasFDerivWithinAt f L {S | S.IsSymm} X)
    (hX : X.IsSymm) (hV : V.IsSymm) (hW : W.IsSymm) :
    HasDerivAt (fun t : ℝ => f (X + t • V + t ^ 2 • W)) (L V) 0 := by
  obtain ⟨γ, hγ⟩ : ∃ γ : ℝ → Matrix n n ℝ, γ = fun t => X + t • V + t ^ 2 • W := ⟨_, rfl⟩
  have h1 : HasDerivAt (fun t : ℝ => X + t • V) ((1 : ℝ) • V) 0 :=
    ((hasDerivAt_id' (0 : ℝ)).smul_const V).const_add X
  have h2 : HasDerivAt (fun t : ℝ => t ^ 2 • W) ((0 : ℝ) • W) 0 := by
    have hp : HasDerivAt (fun t : ℝ => t ^ 2) 0 0 := by
      simpa using hasDerivAt_pow 2 (0 : ℝ)
    exact hp.smul_const W
  have h3 : HasDerivAt γ V 0 := by
    rw [hγ]
    exact (h1.fun_add h2).congr_deriv (by simp)
  have h0 : γ 0 = X := by simp [hγ]
  have hf' : HasFDerivWithinAt f L {S | S.IsSymm} (γ 0) := by
    rw [h0]
    exact hf
  have hs : Set.MapsTo γ Set.univ {S | S.IsSymm} := by
    intro t _
    rw [hγ]
    exact (hX.add (hV.smul t)).add (hW.smul (t ^ 2))
  have hc := hf'.comp_hasDerivWithinAt (0 : ℝ) (h3.hasDerivWithinAt (s := Set.univ)) hs
  rw [hγ] at hc
  exact hasDerivWithinAt_univ.mp hc
```

For a square factor, the conclusion survives without differentiability by another argument. Write $R=X^{1/2}Q$ with $Q$ orthogonal. Each semidefinite $Z$ near $X$ equals $SS^T$ with $S=Z^{1/2}Q$ near $R$, so $X$ is a local, and by convexity a global, minimiser on the cone.

For factors with fewer columns than rows, convexity and continuity are not enough, even if the columns are dependent. Take $f(X)=|X_{11}-X_{22}|+2|X_{12}|-\tfrac12\operatorname{tr}X$ on symmetric $2\times2$ matrices and a single column $u$. Then $f(uu^T)\ge\tfrac12|u|^2$, so $u=0$ is a minimiser with value $0$, while $f(I)=-1$.

## A local minimum, not merely a zero gradient

The hypothesis `hR` says that no sufficiently small change of $R$ lowers the objective. Along $R+tD$ the slope at $t=0$ must therefore vanish:

$$L(RD^T+DR^T)=0\quad\text{for every }D.$$

With $D=R$ this gives $2L(X)=0$. The proof of `stationarity` transfers the local minimum to the line `R + t • D` and applies `IsLocalMin.hasDerivAt_eq_zero`.

```lean
/-- First-order condition: at a local minimiser `R` of the factorised objective, the derivative
of `f` vanishes on every first-order change of `R Rᵀ`. -/
theorem stationarity {f : Matrix n n ℝ → ℝ} {L : Matrix n n ℝ →L[ℝ] ℝ} {R : Matrix n m ℝ}
    (hf : HasFDerivWithinAt f L {S | S.IsSymm} (R * Rᵀ))
    (hR : IsLocalMin (factorised f) R) (D : Matrix n m ℝ) :
    L (R * Dᵀ + D * Rᵀ) = 0 := by
  have hc := hasDerivAt_curve hf (V := R * Dᵀ + D * Rᵀ) (W := D * Dᵀ)
    (by simp [Matrix.IsSymm, Matrix.transpose_mul])
    (by simp [Matrix.IsSymm, Matrix.transpose_mul, add_comm])
    (by simp [Matrix.IsSymm, Matrix.transpose_mul])
  have ht : Tendsto (fun t : ℝ => R + t • D) (𝓝 0) (𝓝 R) := by
    have h : Continuous (fun t : ℝ => R + t • D) := by fun_prop
    simpa using h.tendsto 0
  refine IsLocalMin.hasDerivAt_eq_zero ?_ hc
  filter_upwards [ht.eventually hR] with t h
  have h' : f (R * Rᵀ) ≤ f ((R + t • D) * (R + t • D)ᵀ) := h
  rw [factor_expand] at h'
  simpa using h'
```

Local minimality gives more when $Rz=0$ for some $z\ne0$. For any vector $u$, put $D=uz^T$. Then $RD^T=Rzu^T=0$, its transpose $DR^T$ is also zero, and $DD^T=(z\cdot z)uu^T$. A factor step of length parameter $t=\sqrt s$ gives, for small $s>0$,

$$\frac{f(X+s(z\cdot z)uu^T)-f(X)}{s}\ge0.$$

Letting $s\to0^+$ yields $(z\cdot z)L(uu^T)\ge0$, hence $L(uu^T)\ge0$. In `zero_mode_slope`, `hRD`, `hDR` and `hDD` are the three matrix identities, and `ge_of_tendsto` takes the limit.

```lean
/-- If the columns of a local minimiser `R` are linearly dependent (`R z = 0` with `z ≠ 0`), then
the slope of `f` at `R Rᵀ` is nonnegative in every direction `u uᵀ`. -/
theorem zero_mode_slope {f : Matrix n n ℝ → ℝ} {L : Matrix n n ℝ →L[ℝ] ℝ} {R : Matrix n m ℝ}
    (hf : HasFDerivWithinAt f L {S | S.IsSymm} (R * Rᵀ))
    (hR : IsLocalMin (factorised f) R) {z : m → ℝ} (hz : z ≠ 0) (hRz : R *ᵥ z = 0)
    (u : n → ℝ) : 0 ≤ L (vecMulVec u u) := by
  obtain ⟨D, hD⟩ : ∃ D : Matrix n m ℝ, D = vecMulVec u z := ⟨_, rfl⟩
  -- the move `D = u zᵀ` has no first-order effect on `R Rᵀ`
  have hRD : R * Dᵀ = 0 := by
    ext i j
    have h := congrFun hRz i
    simp only [Matrix.mulVec, dotProduct, Pi.zero_apply] at h
    calc (R * Dᵀ) i j = u j * ∑ k, R i k * z k := by
          rw [Matrix.mul_apply, Finset.mul_sum]
          refine Finset.sum_congr rfl fun k _ => ?_
          simp only [hD, Matrix.transpose_apply, Matrix.vecMulVec_apply]
          ring
      _ = (0 : Matrix n n ℝ) i j := by rw [h]; simp
  have hDR : D * Rᵀ = 0 := by
    have h := congrArg Matrix.transpose hRD
    simpa only [Matrix.transpose_mul, Matrix.transpose_transpose, Matrix.transpose_zero] using h
  have hDD : D * Dᵀ = (z ⬝ᵥ z) • vecMulVec u u := by
    ext i j
    simp only [hD, Matrix.mul_apply, Matrix.transpose_apply, Matrix.vecMulVec_apply,
      Matrix.smul_apply, smul_eq_mul, dotProduct, Finset.sum_mul]
    exact Finset.sum_congr rfl fun k _ => by ring
  have hzz : 0 < z ⬝ᵥ z :=
    lt_of_le_of_ne (Finset.sum_nonneg fun i _ => mul_self_nonneg (z i))
      (fun h => hz (dotProduct_self_eq_zero.mp h.symm))
  have hc := hasDerivAt_curve hf (V := D * Dᵀ) (W := 0)
    (by simp [Matrix.IsSymm, Matrix.transpose_mul])
    (by simp [Matrix.IsSymm, Matrix.transpose_mul]) (by simp [Matrix.IsSymm])
  have ht : Tendsto (fun s : ℝ => R + √s • D) (𝓝[>] 0) (𝓝 R) := by
    have h : Continuous (fun s : ℝ => R + √s • D) := by fun_prop
    have h0 := h.tendsto 0
    simp only [Real.sqrt_zero, zero_smul, add_zero] at h0
    exact h0.mono_left nhdsWithin_le_nhds
  -- a step of length `√s` in the factor is a step `s` along `D Dᵀ`
  have hpos : 0 ≤ L (D * Dᵀ) := by
    refine ge_of_tendsto hc.tendsto_slope_zero_right ?_
    filter_upwards [ht.eventually hR, self_mem_nhdsWithin] with s h hs
    have hs' : 0 < s := hs
    have h' : f (R * Rᵀ) ≤ f ((R + √s • D) * (R + √s • D)ᵀ) := h
    rw [factor_expand, hRD, hDR, Real.sq_sqrt hs'.le] at h'
    simp only [smul_zero, add_zero] at h'
    simp only [zero_add, zero_smul, smul_zero, add_zero, smul_eq_mul]
    exact mul_nonneg (inv_nonneg.mpr hs'.le) (sub_nonneg.mpr h')
  rw [hDD, map_smul, smul_eq_mul] at hpos
  exact (mul_nonneg_iff_of_pos_left hzz).mp hpos
```

Stationarity alone would not suffice. For $n=1$ and $f(x)=(x-1)^2$, the factor $R=0$ has zero gradient and value $1$, but $f(1)=0$. A small gradient norm is thus no certificate when $R$ is singular or nearly singular.

## Competitors in the semidefinite cone

The hypothesis `hY` restricts the comparison to symmetric matrices with no negative eigenvalues, the condition imposed on a density matrix by nonnegative occupations. Such a $Y$ can be written $B^TB=\sum_k b_kb_k^T$, where $b_k^T$ is row $k$ of $B$. If $L(uu^T)\ge0$ for all $u$, then

$$L(Y)=\sum_k L(b_kb_k^T)\ge0.$$

The proof of `nonneg_on_cone` uses Mathlib's description of nonnegative elements as finite sums of products `star B * B`; its induction treats one product, zero and sums.

```lean
/-- A linear functional that is nonnegative on all `u uᵀ` is nonnegative on all positive
semidefinite matrices. -/
theorem nonneg_on_cone (L : Matrix n n ℝ →L[ℝ] ℝ) (hL : ∀ u, 0 ≤ L (vecMulVec u u))
    {Y : Matrix n n ℝ} (hY : Y.PosSemidef) : 0 ≤ L Y := by
  have h0 : 0 ≤ Y := Matrix.nonneg_iff_posSemidef.mpr hY
  rw [StarOrderedRing.nonneg_iff] at h0
  clear hY
  induction h0 using AddSubmonoid.closure_induction with
  | mem x hx =>
    obtain ⟨B, rfl⟩ := hx
    have e : star B * B = ∑ k, vecMulVec (B k) (B k) := by
      ext i j
      simp [Matrix.mul_apply, Matrix.star_apply, Matrix.vecMulVec_apply, Matrix.sum_apply]
    change 0 ≤ L (star B * B)
    rw [e, map_sum]
    exact Finset.sum_nonneg fun k _ => hL (B k)
  | zero => simp
  | add x y _ _ hx hy =>
    rw [map_add]
    exact add_nonneg hx hy
```

Symmetry of $Y$ alone is too little: for $n=1$, $f(x)=x$ and $R=0$, the value $f(0)=0$ is minimal on the cone, but $f(-1)=-1$.

## Convexity of the penalty function

The hypothesis `hconv` says that mixing two semidefinite matrices never costs more than the same mixture of their penalties. For $0<t<1$,

$$\frac{f(X+t(Y-X))-f(X)}{t}\le f(Y)-f(X).$$

As $t\to0^+$, this becomes $L(Y)-L(X)\le f(Y)-f(X)$. With $L(X)=0$ and $L(Y)\ge0$, it follows that $f(X)\le f(Y)$. In `dual_certificate`, `hle` is the tangent inequality, obtained with `le_of_tendsto`.

```lean
/-- Dual certificate: if the derivative of a convex `f` at a positive semidefinite `X` vanishes on
`X` and is nonnegative on the semidefinite cone, then `X` minimises `f` over the cone. -/
theorem dual_certificate {f : Matrix n n ℝ → ℝ} {L : Matrix n n ℝ →L[ℝ] ℝ}
    {X Y : Matrix n n ℝ} (hconv : ConvexOn ℝ {S : Matrix n n ℝ | S.PosSemidef} f)
    (hf : HasFDerivWithinAt f L {S | S.IsSymm} X) (hX : X.PosSemidef) (hLX : L X = 0)
    (hL : ∀ Z : Matrix n n ℝ, Z.PosSemidef → 0 ≤ L Z) (hY : Y.PosSemidef) : f X ≤ f Y := by
  have sym : ∀ Z : Matrix n n ℝ, Z.PosSemidef → Z.IsSymm := fun Z hZ => by
    have h := hZ.isHermitian.eq
    rw [Matrix.conjTranspose_eq_transpose_of_trivial] at h
    exact h
  have hc := hasDerivAt_curve hf (V := Y - X) (W := 0) (sym X hX)
    ((sym Y hY).sub (sym X hX)) (by simp [Matrix.IsSymm])
  -- a convex function lies above its tangent plane
  have hle : L (Y - X) ≤ f Y - f X := by
    refine le_of_tendsto hc.tendsto_slope_zero_right ?_
    filter_upwards [Ioo_mem_nhdsGT (zero_lt_one' ℝ)] with t ht
    have h := hconv.2 hX hY (sub_nonneg.mpr ht.2.le) ht.1.le (by ring : 1 - t + t = 1)
    have e : X + t • (Y - X) = (1 - t) • X + t • Y := by module
    simp only [zero_add, zero_smul, smul_zero, add_zero, smul_eq_mul] at h ⊢
    rw [e, inv_mul_le_iff₀ ht.1]
    linarith
  rw [map_sub, hLX] at hle
  linarith [hL Y hY]
```

Smoothness does not replace convexity. For $n=1$ and $f(x)=x-x^2$, the factorised objective $r^2-r^4$ has a local minimum at $r=0$ with value $0$, but $f(2)=-2$.

## Enough columns in the factor

The number of columns limits the rank of $RR^T$. If the columns are linearly dependent, the preceding steps already give global optimality, whatever their number. `global_of_rank_deficient` combines them, taking $L(X)=0$ from `stationarity` with $D=R$.

```lean
/-- Rank-deficiency criterion, for any number of columns: a local minimiser `R` with linearly
dependent columns gives a global minimiser `R Rᵀ` of the convex objective `f` over the
semidefinite cone, if `f` is differentiable there. -/
theorem global_of_rank_deficient {f : Matrix n n ℝ → ℝ} {R : Matrix n m ℝ}
    (hconv : ConvexOn ℝ {S : Matrix n n ℝ | S.PosSemidef} f)
    (hd : DifferentiableWithinAt ℝ f {S | S.IsSymm} (R * Rᵀ))
    (hR : IsLocalMin (factorised f) R) {z : m → ℝ} (hz : z ≠ 0) (hRz : R *ᵥ z = 0)
    {Y : Matrix n n ℝ} (hY : Y.PosSemidef) : f (R * Rᵀ) ≤ f Y := by
  have hf := hd.hasFDerivWithinAt
  have hX : (R * Rᵀ).PosSemidef := by
    simpa only [Matrix.conjTranspose_eq_transpose_of_trivial] using
      Matrix.posSemidef_self_mul_conjTranspose R
  have h0 := stationarity hf hR R
  rw [map_add] at h0
  exact dual_certificate hconv hf hX (by linarith)
    (fun Z hZ => nonneg_on_cone _ (zero_mode_slope hf hR hz hRz) hZ) hY
```

A square $R$ is either singular, which is this case, or invertible. If it is invertible, take $D=Y(R^T)^{-1}$ for semidefinite $Y$. Then $DR^T=Y$ and $RD^T=(DR^T)^T=Y$, so stationarity gives $2L(Y)=0$. The tangent inequality again finishes the argument. The Lean proof splits on `R.det = 0`; in the invertible branch, `h1` and `h2` are the two products.

```lean
/-- No spurious local minima: if a square `R` locally minimises `f (R Rᵀ)`, with `f` convex on the
semidefinite cone and differentiable at `R Rᵀ`, then `R Rᵀ` minimises `f` over the whole cone. -/
theorem no_spurious_local_minima [DecidableEq n] {f : Matrix n n ℝ → ℝ} {R : Matrix n n ℝ}
    (hconv : ConvexOn ℝ {S : Matrix n n ℝ | S.PosSemidef} f)
    (hd : DifferentiableWithinAt ℝ f {S | S.IsSymm} (R * Rᵀ))
    (hR : IsLocalMin (factorised f) R) {Y : Matrix n n ℝ} (hY : Y.PosSemidef) :
    f (R * Rᵀ) ≤ f Y := by
  by_cases hdet : R.det = 0
  · obtain ⟨z, hz, hRz⟩ := Matrix.exists_mulVec_eq_zero_iff.mpr hdet
    exact global_of_rank_deficient hconv hd hR hz hRz hY
  · -- for invertible `R` every symmetric direction is reached at first order
    have hf := hd.hasFDerivWithinAt
    have hu : IsUnit (Rᵀ).det := by
      rw [Matrix.det_transpose]
      exact isUnit_iff_ne_zero.mpr hdet
    have hX : (R * Rᵀ).PosSemidef := by
      simpa only [Matrix.conjTranspose_eq_transpose_of_trivial] using
        Matrix.posSemidef_self_mul_conjTranspose R
    have hL : ∀ Z : Matrix n n ℝ, Z.PosSemidef →
        fderivWithin ℝ f {S | S.IsSymm} (R * Rᵀ) Z = 0 := by
      intro Z hZ
      have hs := hZ.isHermitian.eq
      rw [Matrix.conjTranspose_eq_transpose_of_trivial] at hs
      have h1 : Z * (Rᵀ)⁻¹ * Rᵀ = Z := by
        rw [Matrix.mul_assoc, Matrix.nonsing_inv_mul _ hu, Matrix.mul_one]
      have h2 : R * (Z * (Rᵀ)⁻¹)ᵀ = Z := by
        have h := congrArg Matrix.transpose h1
        rw [Matrix.transpose_mul, Matrix.transpose_transpose, hs] at h
        exact h
      have h := stationarity hf hR (Z * (Rᵀ)⁻¹)
      rw [h1, h2, map_add] at h
      linarith
    exact dual_certificate hconv hf hX (hL _ hX) (fun Z hZ => (hL Z hZ).ge) hY
```

With fewer columns than rows and no linear dependence among them, the conclusion can fail. Let $f$ be the squared Frobenius distance from the $2\times2$ identity, called `distSq`.

```lean
/-- The squared Frobenius distance of a real 2 by 2 matrix from the identity. -/
def distSq (X : Matrix (Fin 2) (Fin 2) ℝ) : ℝ :=
  (X 0 0 - 1) ^ 2 + (X 1 1 - 1) ^ 2 + X 0 1 ^ 2 + X 1 0 ^ 2
```

For a single column $(a,b)^T$,

$$(a^2-1)^2+(b^2-1)^2+2a^2b^2=(a^2+b^2-1)^2+1\ge1.$$

The column $(1,0)^T$ attains $1$, so it is a local minimiser, while the identity has value $0$. `undersized_factor_fails` proves this together with convexity and differentiability of `distSq`; the `nlinarith` step for the local minimum uses the square on the right.

```lean
/-- Full size matters: `distSq` is convex and differentiable, yet the single-column factor `(1, 0)`
is a local minimiser whose value exceeds that of the positive semidefinite identity matrix. -/
theorem undersized_factor_fails :
    ConvexOn ℝ Set.univ distSq ∧ Differentiable ℝ distSq ∧
    IsLocalMin (factorised distSq) (!![1; 0] : Matrix (Fin 2) (Fin 1) ℝ) ∧
    (1 : Matrix (Fin 2) (Fin 2) ℝ).PosSemidef ∧
    distSq 1 < factorised distSq (!![1; 0] : Matrix (Fin 2) (Fin 1) ℝ) := by
  have hval : factorised distSq (!![1; 0] : Matrix (Fin 2) (Fin 1) ℝ) = 1 := by
    simp [factorised, distSq, Matrix.mul_apply]
  refine ⟨⟨convex_univ, ?_⟩, ?_, ?_, Matrix.PosSemidef.one, ?_⟩
  · intro X _ Y _ a b ha hb hab
    obtain rfl : b = 1 - a := by linarith
    have hab' := mul_nonneg ha hb
    simp only [distSq, Matrix.add_apply, Matrix.smul_apply, smul_eq_mul]
    nlinarith [mul_nonneg hab' (sq_nonneg (X 0 0 - Y 0 0)),
      mul_nonneg hab' (sq_nonneg (X 1 1 - Y 1 1)),
      mul_nonneg hab' (sq_nonneg (X 0 1 - Y 0 1)),
      mul_nonneg hab' (sq_nonneg (X 1 0 - Y 1 0))]
  · have e : ∀ i j, Differentiable ℝ (fun X : Matrix (Fin 2) (Fin 2) ℝ => X i j) :=
      fun i j => (LinearMap.toContinuousLinearMap (Matrix.entryLinearMap ℝ ℝ i j)).differentiable
    exact (((((e 0 0).sub_const 1).pow 2).add (((e 1 1).sub_const 1).pow 2)).add
      ((e 0 1).pow 2)).add ((e 1 0).pow 2)
  · refine Filter.Eventually.of_forall fun S => ?_
    rw [hval]
    simp only [factorised, distSq, Matrix.mul_apply, Matrix.transpose_apply,
      Fin.sum_univ_one]
    nlinarith [sq_nonneg (S 0 0 * S 0 0 + S 1 0 * S 1 0 - 1)]
  · rw [hval]
    simp [distSq]

end FactorisedSemidefinite
```

```lean
#print axioms FactorisedSemidefinite.no_spurious_local_minima
-- 'FactorisedSemidefinite.no_spurious_local_minima' depends on axioms: [propext, Classical.choice, Quot.sound]
#print axioms FactorisedSemidefinite.undersized_factor_fails
-- 'FactorisedSemidefinite.undersized_factor_fails' depends on axioms: [propext, Classical.choice, Quot.sound]
```
